# For one alpha and one beta electron in two or more orbitals, the reference and its single excitations do not form a product of string sets

A determinant-based configuration interaction (CI) program often stores its coefficients as a matrix, with one row for each alpha string and one column for each beta string. In full CI, if no spatial symmetry is imposed, every entry of this matrix belongs to a determinant of the space. When the expansion is truncated by excitation rank, some entries may drop out, and a programmer might hope to select the remaining ones by shortening the two string lists. The smallest example shows that this can fail: a limit on the total number of excited electrons couples the two lists, and the retained entries need not fill a rectangle.

The result concerns the labels of determinants built from a finite set of orbitals, and so bears on storage and loop structure in truncated CI, not on the Hamiltonian or the energies.

## One row and one column of the coefficient matrix

Let one alpha and one beta electron occupy $K \ge 2$ spatial orbitals, numbered $0, 1, \dots, K-1$. A one-electron string is fixed by its occupied orbital, so a determinant is a pair $(p,q)$, where $p$ holds the alpha electron and $q$ the beta electron. Let $o(p)$ be 0 if $p=0$ and 1 otherwise. The restricted space is

$$
\mathcal S_K=\{(p,q) : o(p)+o(q)\le 1\}.
$$

It contains the reference $(0,0)$ and all single excitations from it. The sum $o(p)+o(q)$ exceeds 1 only when both terms equal 1, so

$$
(p,q)\in\mathcal S_K \iff p=0 \ \text{or}\ q=0 .
$$

In the coefficient matrix these are the entries of the first row and the first column. To count them without counting the corner twice, split the space according to the alpha orbital:

$$
\mathcal S_K=\bigl(\{0\}\times\{0,\dots,K-1\}\bigr)\ \cup\ \bigl(\{1,\dots,K-1\}\times\{0\}\bigr).
$$

The two blocks are disjoint, because $p=0$ in the first and $p\neq 0$ in the second. They have $K$ and $K-1$ elements, which gives $|\mathcal S_K|=2K-1$.

Now suppose that $\mathcal S_K=A\times B$ for a set $A$ of alpha strings and a set $B$ of beta strings. For every orbital $p$ the determinant $(p,0)$ lies in $\mathcal S_K$, so $p\in A$. For every $q$ the determinant $(0,q)$ lies in $\mathcal S_K$, so $q\in B$. Both sets therefore contain all $K$ orbitals, and $A\times B$ contains $(1,1)$. That determinant has two electrons outside orbital 0 and does not belong to $\mathcal S_K$, which is a contradiction.

The argument also gives the cost of insisting on a rectangle. Any product that contains $\mathcal S_K$ is the full space of $K^2$ determinants. For $K=100$ this means 10 000 entries where 199 are wanted.

## Truncation at a total excitation rank

With more electrons, a string is a finite set of occupied orbitals. Let $R$ be the alpha reference string and $S$ the beta reference string. The excitation rank of a string $A$ relative to $R$ is

$$
e_R(A)=|A\setminus R| ,
$$

the number of occupied orbitals of $A$ that are empty in $R$. From here on $A$ and $B$ denote single strings, and sets of strings are called $U$ and $V$. The CI space truncated at total rank $m$ consists of the pairs $(A,B)$ with

$$
|A|=|R|,\qquad |B|=|S|,\qquad e_R(A)+e_S(B)\le m .
$$

This space is a product $U\times V$ exactly when any two strings with the right electron numbers and with $e_R(A)\le m$ and $e_S(B)\le m$ also satisfy $e_R(A)+e_S(B)\le m$.

Assume first that the space equals $U\times V$, and take two such strings. Since $e_S(S)=0$, the pair $(A,S)$ has total rank $e_R(A)\le m$ and belongs to the space, so $A\in U$. In the same way $(R,B)$ belongs to the space, so $B\in V$. Then $(A,B)\in U\times V$, and its total rank is at most $m$.

For the converse, let $U$ contain all alpha strings with $|R|$ electrons and rank at most $m$, and let $V$ contain the corresponding beta strings. Every pair in the truncated space lies in $U\times V$, because neither rank exceeds the sum. Every pair in $U\times V$ lies in the truncated space by the assumed condition.

To see the condition fail, one needs excited strings. If $R$ has at least $m$ occupied and $m$ empty orbitals, choose $T\subseteq R$ with $|R|-m$ orbitals and a set $U$ of $m$ orbitals outside $R$; in this construction $U$ is a set of orbitals. The string $A=T\cup U$ has $|R|-m+m=|R|$ electrons, and $A\setminus R=U$, so its rank is exactly $m$. If $S$ has at least one occupied and one empty orbital, the same construction gives a beta string $B$ of rank 1. For $m\ge 1$ each string is allowed separately, but together they have rank $m+1$. The truncated space is then not a product.

## Blocks of strings in a CI code

A program can keep the advantages of strings by sorting them by rank. For alpha rank $r$ and beta rank $s$, all combinations of the corresponding strings form a complete rectangular block, and the truncated space is the union of the blocks with $r+s\le m$. For $m=2$ the pairs $(r,s)$ are $(0,0)$, $(0,1)$, $(1,0)$, $(0,2)$, $(1,1)$ and $(2,0)$. The coefficients are stored as a list of dense matrices, and the outer loops run over the permitted pairs of ranks.

When the Hamiltonian is applied to the coefficient vector, only target blocks with $r+s\le m$ are accumulated. If the two-electron part is applied as two successive one-electron replacements, the intermediate determinant may lie above the limit even when the final one does not. Simply dropping such intermediates would in general lose contributions to the result; they can be retained, or the replacements can be reordered to avoid them, with the one-electron terms from the reordering included.

## The two-electron space in Lean

The development uses finite sets throughout the two-electron example.

```lean
import Mathlib

open Finset

namespace RestrictedStringFactorisation
```

An orbital is an element of `Fin K`, the type of natural numbers below `K`, so numbering starts at 0. The function `outside` is $o(p)$.

```lean
/-- The number of electrons (0 or 1) that a one-electron string, given by its occupied
orbital `p`, places outside orbital 0. -/
def outside {K : ℕ} (p : Fin K) : ℕ := if (p : ℕ) = 0 then 0 else 1
```

A determinant is a pair `D` in `Fin K × Fin K`, with the alpha orbital in `D.1` and the beta orbital in `D.2`. The definition filters all pairs by the total number of electrons outside orbital 0. Both spins use the same list of spatial orbitals, and each spin has exactly one electron. Phases, coefficients and symmetry labels are absent.

```lean
/-- The determinants of one alpha and one beta electron in `K` orbitals that have at most
one electron outside orbital 0. -/
def singlesSpace (K : ℕ) : Finset (Fin K × Fin K) :=
  Finset.univ.filter (fun D => outside D.1 + outside D.2 ≤ 1)
```

The membership criterion comes first. After the definitions are unfolded, `split_ifs` separates the four cases in which each electron is or is not in orbital 0, and `omega` settles the arithmetic in each.

```lean
/-- A determinant belongs to the restricted space exactly when its alpha or its beta
electron occupies orbital 0. -/
theorem mem_singlesSpace {K : ℕ} (D : Fin K × Fin K) :
    D ∈ singlesSpace K ↔ (D.1 : ℕ) = 0 ∨ (D.2 : ℕ) = 0 := by
  rw [singlesSpace, Finset.mem_filter]
  simp only [Finset.mem_univ, true_and, outside]
  split_ifs <;> omega
```

The decomposition into a row and the rest of a column is stated for `n + 1` orbitals, which ensures that orbital 0 exists. The symbol `×ˢ` is the Cartesian product of sets, and `Finset.univ.erase 0` is the set of all orbitals except 0. The auxiliary statement `h0` identifies "the number of the orbital is 0" with "the orbital is 0"; what remains is propositional logic, closed by `tauto`.

```lean
/-- The restricted space is the union of two product blocks: alpha electron in orbital 0
with any beta string, and alpha electron outside orbital 0 with the beta electron in it. -/
theorem singlesSpace_eq_blocks (n : ℕ) :
    singlesSpace (n + 1) =
      ({0} : Finset (Fin (n + 1))) ×ˢ Finset.univ ∪ (Finset.univ.erase 0) ×ˢ {0} := by
  have h0 : ∀ r : Fin (n + 1), (r : ℕ) = 0 ↔ r = 0 :=
    fun r => ⟨fun h => Fin.ext h, fun h => by subst h; rfl⟩
  ext ⟨p, q⟩
  rw [mem_singlesSpace]
  simp only [h0, Finset.mem_union, Finset.mem_product, Finset.mem_singleton,
    Finset.mem_erase, Finset.mem_univ, and_true, ne_eq]
  tauto
```

The count follows the calculation above. The statement `hd` says that the blocks are disjoint, since a common element would have its alpha electron both in orbital 0 and outside it. The size of the union is then the sum of the block sizes, $(n+1)+n=2n+1$. For `n = 0` the second block is empty and only the reference remains.

```lean
/-- In `K = n + 1` orbitals the restricted space has `2 n + 1` determinants. -/
theorem card_singlesSpace (n : ℕ) : (singlesSpace (n + 1)).card = 2 * n + 1 := by
  have hd : Disjoint (({0} : Finset (Fin (n + 1))) ×ˢ (Finset.univ : Finset (Fin (n + 1))))
      ((Finset.univ.erase 0) ×ˢ {0}) := by
    refine Finset.disjoint_left.2 ?_
    rintro ⟨p, q⟩ h1 h2
    simp only [Finset.mem_product, Finset.mem_singleton, Finset.mem_erase] at h1 h2
    exact h2.1.1 h1.1
  rw [singlesSpace_eq_blocks, Finset.card_union_of_disjoint hd]
  simp only [Finset.card_product, Finset.card_singleton,
    Finset.card_erase_of_mem (Finset.mem_univ (0 : Fin (n + 1))),
    Finset.card_univ, Fintype.card_fin]
  omega
```

The next theorem assumes only that the restricted space is contained in a product. Each alpha string `p` is paired with the beta electron in orbital 0, and the resulting determinant `hp` forces `p` into `A`. The second half does the same for `q` and `B`.

```lean
/-- If the product of an alpha-string set `A` and a beta-string set `B` contains the restricted
space, then `A` and `B` each contain every string. -/
theorem product_hull_is_full {K : ℕ} {A B : Finset (Fin K)}
    (h : singlesSpace K ⊆ A ×ˢ B) : A = Finset.univ ∧ B = Finset.univ := by
  constructor
  · refine Finset.eq_univ_iff_forall.2 fun p => ?_
    have hK : 0 < K := by have := p.isLt; omega
    -- pair the alpha string with the beta electron in orbital 0
    have hp : (p, (⟨0, hK⟩ : Fin K)) ∈ singlesSpace K :=
      (mem_singlesSpace _).2 (Or.inr rfl)
    exact (Finset.mem_product.1 (h hp)).1
  · refine Finset.eq_univ_iff_forall.2 fun q => ?_
    have hK : 0 < K := by have := q.isLt; omega
    have hq : ((⟨0, hK⟩ : Fin K), q) ∈ singlesSpace K :=
      (mem_singlesSpace _).2 (Or.inl rfl)
    exact (Finset.mem_product.1 (h hq)).2
```

The main theorem for two electrons joins the count to the failure of factorisation. The hypothesis `hK` says that there are at least two orbitals, so that there is an orbital 1 for both electrons to occupy. With a single orbital the space contains only $(0,0)$ and is a product. In the second half, equality with `A ×ˢ B` makes both string sets complete, so the determinant $(1,1)$ would belong to the space. The membership criterion then demands $1=0$.

```lean
/-- For one alpha and one beta electron in `K ≥ 2` orbitals, the determinants with at most
one electron outside orbital 0 number `2 K - 1`, and they are not the Cartesian product of
any alpha-string set and beta-string set. -/
theorem singlesSpace_not_product {K : ℕ} (hK : 2 ≤ K) :
    (singlesSpace K).card = 2 * K - 1 ∧
      ¬ ∃ A B : Finset (Fin K), singlesSpace K = A ×ˢ B := by
  constructor
  · obtain ⟨n, rfl⟩ : ∃ n, K = n + 1 := ⟨K - 1, by omega⟩
    rw [card_singlesSpace]
    omega
  · rintro ⟨A, B, h⟩
    obtain ⟨hA, hB⟩ := product_hull_is_full h.subset
    -- both electrons in orbital 1: present in the product, absent from the space
    have h1 : ((⟨1, hK⟩ : Fin K), (⟨1, hK⟩ : Fin K)) ∈ singlesSpace K := by
      rw [h, hA, hB]
      exact Finset.mem_product.2 ⟨Finset.mem_univ _, Finset.mem_univ _⟩
    rcases (mem_singlesSpace _).1 h1 with h2 | h2
    · exact one_ne_zero h2
    · exact one_ne_zero h2
```

## Strings with many electrons in Lean

The orbitals now form an arbitrary type `ι`, and a string is a `Finset ι`. The number `excitation R A` is $e_R(A)$.

```lean
variable {ι : Type*} [DecidableEq ι]

/-- The excitation rank of a string `A` relative to a reference string `R`: the number of
occupied orbitals of `A` that are empty in `R`. -/
def excitation (R A : Finset ι) : ℕ := (A \ R).card
```

The two references `R` and `S` may differ, which allows for open-shell references. The definition fixes the number of electrons of each spin and limits only the sum of the ranks. Taking both references to be $\{0\}$ and $m=1$ describes the earlier two-electron space, with orbital $p$ written as the string $\{p\}$.

```lean
/-- The truncated CI space: pairs of an alpha and a beta string with the electron numbers of
the references `R` and `S` and total excitation rank at most `m`. -/
def truncatedCI (R S : Finset ι) (m : ℕ) : Set (Finset ι × Finset ι) :=
  {D | D.1.card = R.card ∧ D.2.card = S.card ∧ excitation R D.1 + excitation S D.2 ≤ m}
```

The equivalence needs no assumption on the number of orbitals. In the forward direction `h1` and `h2` are the pairs $(A,S)$ and $(R,B)$, and `hself` supplies the zero rank of each reference. Rewriting with the assumed factorisation puts $A$ in $U$ and $B$ in $V$, and `h3` returns the combined pair to the truncated space. In the backward direction the two sets given to `refine` are the strings with the electron number of their reference and rank at most `m`, and the two inclusions are checked separately.

```lean
/-- A truncated CI space is a product of string sets exactly when, for any alpha string and any beta
string with the electron numbers of their references and with each rank at most `m`, the sum of the
two ranks is also at most `m`. -/
theorem truncatedCI_product_iff (R S : Finset ι) (m : ℕ) :
    (∃ U V : Set (Finset ι), truncatedCI R S m = U ×ˢ V) ↔
      ∀ A B : Finset ι, A.card = R.card → B.card = S.card →
        excitation R A ≤ m → excitation S B ≤ m → excitation R A + excitation S B ≤ m := by
  have hself : ∀ T : Finset ι, excitation T T = 0 := fun T => by simp [excitation]
  constructor
  · rintro ⟨U, V, h⟩ A B hA hB hAm hBm
    -- each string occurs together with the reference of the other spin
    have h1 : (A, S) ∈ truncatedCI R S m :=
      ⟨hA, rfl, by simpa only [hself, add_zero] using hAm⟩
    have h2 : (R, B) ∈ truncatedCI R S m :=
      ⟨rfl, hB, by simpa only [hself, zero_add] using hBm⟩
    rw [h] at h1 h2
    have h3 : (A, B) ∈ truncatedCI R S m := by
      rw [h]
      exact ⟨h1.1, h2.2⟩
    exact h3.2.2
  · intro h
    refine ⟨{A | A.card = R.card ∧ excitation R A ≤ m},
      {B | B.card = S.card ∧ excitation S B ≤ m}, ?_⟩
    ext ⟨A, B⟩
    constructor
    · rintro ⟨hA, hB, hm⟩
      exact ⟨⟨hA, le_trans (Nat.le_add_right _ _) hm⟩,
        ⟨hB, le_trans (Nat.le_add_left _ _) hm⟩⟩
    · rintro ⟨⟨hA, hAm⟩, ⟨hB, hBm⟩⟩
      exact ⟨hA, hB, h A B hA hB hAm hBm⟩
```

The existence of an excited string is stated for finitely many orbitals, so that the empty orbitals can be collected in the finite complement `Rᶜ`. The sets `T` and `U` are the retained and the newly occupied orbitals. Their disjointness `hd` gives the electron number, and `hdiff` shows that exactly the orbitals in `U` are new.

```lean
/-- If the reference has at least `m` occupied and `m` empty orbitals, there is a string with
the same electron number and excitation rank exactly `m`. -/
theorem exists_excited [Fintype ι] (R : Finset ι) (m : ℕ)
    (hocc : m ≤ R.card) (hvir : m ≤ Rᶜ.card) :
    ∃ A : Finset ι, A.card = R.card ∧ excitation R A = m := by
  obtain ⟨T, hT, hTc⟩ := Finset.exists_subset_card_eq (Nat.sub_le R.card m)
  obtain ⟨U, hU, hUc⟩ := Finset.exists_subset_card_eq hvir
  have hUR : ∀ x ∈ U, x ∉ R := fun x hx => Finset.mem_compl.1 (hU hx)
  have hd : Disjoint T U := Finset.disjoint_left.2 fun x hx hx' => hUR x hx' (hT hx)
  refine ⟨T ∪ U, ?_, ?_⟩
  · rw [Finset.card_union_of_disjoint hd, hTc, hUc]
    omega
  · have hdiff : (T ∪ U) \ R = U := by
      ext x
      have h1 := hUR x
      have h2 := @hT x
      simp only [Finset.mem_sdiff, Finset.mem_union]
      tauto
    rw [excitation, hdiff, hUc]
```

The last theorem combines an alpha string of rank `m` with a beta string of rank 1. By the equivalence, a factorisation would require $m+1\le m$, which `omega` refutes. The four inequalities on the references say that there are enough electrons to excite and enough empty orbitals to receive them.

These conditions are sufficient, not necessary. If each reference has exactly two occupied and two empty orbitals and $m=3$, the alpha condition fails, yet two doubly excited strings have total rank 4, and the equivalence still excludes a product. At the other extreme, a limit too high to exclude any determinant gives the full CI space, which is a product.

```lean
/-- For `m ≥ 1`, a CI space truncated at total rank `m` is not a product of string sets if the alpha
reference has at least `m` occupied and at least `m` empty orbitals and the beta reference has at
least one of each. -/
theorem truncatedCI_not_product [Fintype ι] (R S : Finset ι) {m : ℕ} (hm : 1 ≤ m)
    (hRocc : m ≤ R.card) (hRvir : m ≤ Rᶜ.card)
    (hSocc : 1 ≤ S.card) (hSvir : 1 ≤ Sᶜ.card) :
    ¬ ∃ U V : Set (Finset ι), truncatedCI R S m = U ×ˢ V := by
  rw [truncatedCI_product_iff]
  intro h
  -- an m-fold alpha excitation and a single beta excitation exceed the limit together
  obtain ⟨A, hA, hAm⟩ := exists_excited R m hRocc hRvir
  obtain ⟨B, hB, hB1⟩ := exists_excited S 1 hSocc hSvir
  have := h A B hA hB (by omega) (by omega)
  omega

end RestrictedStringFactorisation
```

```lean
#print axioms RestrictedStringFactorisation.singlesSpace_not_product
-- 'RestrictedStringFactorisation.singlesSpace_not_product' depends on axioms: [propext, Classical.choice, Quot.sound]
#print axioms RestrictedStringFactorisation.truncatedCI_not_product
-- 'RestrictedStringFactorisation.truncatedCI_not_product' depends on axioms: [propext, Classical.choice, Quot.sound]
```
